# Bridge functions proportional to the inverse mixture minimise the leading-order error for positive distributions on finitely many configurations

The error of the bridge estimator is taken here to be its leading-order relative variance, written down as an explicit formula. The sampling process itself is not modelled, so the step from random samples to that formula is physical input.

The setting is a pair of thermodynamic states, 0 and 1, with unnormalised weights w0 = Z0 p0 and w1 = Z1 p1. Here p0 and p1 are probability distributions over configurations, and Z0 and Z1 are the partition functions. One draws s0 independent samples from p0 and s1 from p1, chooses a weight function a, called the bridge function, and forms

X = sample average of a w1 in state 0
Y = sample average of a w0 in state 1

The ratio X/Y estimates Z1/Z0. If X and Y have small relative fluctuations x and y about their expectations, then to first order

(1 + x)/(1 + y) ≈ 1 + x − y.

The two sets of samples are independent, so the variances of x and y add. That sum is the error to be minimised over a. If both states have the same temperature T, it is to the same order also the variance of the estimated free-energy difference in units of kT, since that difference is −ln(Z1/Z0).

## Averages, mixture and overlaps

```lean
import Mathlib

open Finset

namespace OptimalBridge

noncomputable section

variable {ι : Type*} [Fintype ι]
```

The type `ι` is the finite set of configurations. A function `ι → ℝ` assigns a real number to each configuration i, and Lean writes `a i` where a physicist writes a(i).

```lean
/-- The average of an observable `f` over the distribution `p`. -/
def mean (p f : ι → ℝ) : ℝ := ∑ i, p i * f i
```

This is the expectation of an observable f:

mean(p, f) = Σᵢ p(i) f(i).

The definition accepts any real function p. Positivity and normalisation appear later, as hypotheses of the theorems that need them.

```lean
/-- The variance of an observable `f` over the distribution `p`. -/
def variance (p f : ι → ℝ) : ℝ := ∑ i, p i * (f i - mean p f) ^ 2
```

The variance is the mean squared deviation, Σᵢ p(i) (f(i) − mean(p, f))².

```lean
/-- The mixture of two distributions, weighted by the sample sizes `s0` and `s1`. -/
def mixture (s0 s1 : ℝ) (p0 p1 : ι → ℝ) (i : ι) : ℝ := s0 * p0 i + s1 * p1 i
```

The mixture is m(i) = s0 p0(i) + s1 p1(i), the expected number of visits to configuration i in the pooled samples. The sample sizes are real numbers here, so whole numbers are a special case.

```lean
/-- The overlap of two distributions seen through the bridge function `a`. -/
def overlap (p0 p1 a : ι → ℝ) : ℝ := ∑ i, a i * p0 i * p1 i
```

The overlap is S = Σᵢ a(i) p0(i) p1(i). It depends on a, which may take negative values.

```lean
/-- The quadratic functional of the bridge function `a` weighted by the mixture. -/
def secondMoment (s0 s1 : ℝ) (p0 p1 a : ι → ℝ) : ℝ :=
  ∑ i, a i ^ 2 * p0 i * p1 i * mixture s0 s1 p0 p1 i
```

The quadratic functional is A = Σᵢ a(i)² p0(i) p1(i) m(i).

```lean
/-- The overlap of two distributions relative to their mixture. -/
def mixtureOverlap (s0 s1 : ℝ) (p0 p1 : ι → ℝ) : ℝ :=
  ∑ i, p0 i * p1 i / mixture s0 s1 p0 p1 i
```

The mixture overlap is K = Σᵢ p0(i) p1(i)/m(i). It does not contain a, and it will set the lower bound.

```lean
/-- The leading-order relative variance of the bridge estimator: the sum of the relative
variances of its two sample means, with `s0` and `s1` independent samples. -/
def bridgeError (s0 s1 : ℝ) (p0 p1 a : ι → ℝ) : ℝ :=
  variance p0 (fun i => a i * p1 i) / (s0 * mean p0 (fun i => a i * p1 i) ^ 2) +
  variance p1 (fun i => a i * p0 i) / (s1 * mean p1 (fun i => a i * p0 i) ^ 2)
```

This is the error described at the start. Its first term is the relative variance of the observable a p1 under p0, divided by s0; the second exchanges the roles of the two states. The factors Z1 and Z0 are absent because a constant factor cancels in a relative variance.

## Why any bridge function gives the right ratio

```lean
/-- Bridge identity: for every bridge function `a`, `Z0` times the average of `a * (Z1 * p1)` over
`p0` equals `Z1` times the average of `a * (Z0 * p0)` over `p1`. -/
theorem bridge_identity (Z0 Z1 : ℝ) (p0 p1 a : ι → ℝ) :
    Z0 * mean p0 (fun i => a i * (Z1 * p1 i)) =
      Z1 * mean p1 (fun i => a i * (Z0 * p0 i)) := by
  unfold mean
  rw [mul_sum, mul_sum]
  exact sum_congr rfl fun i _ => by ring
```

After the colon comes the claim, and after `:=` comes its proof. In ordinary notation the claim is

Z0 ⟨a w1⟩₀ = Z1 ⟨a w0⟩₁.

Both sides equal Z0 Z1 Σᵢ a(i) p0(i) p1(i). When Z0 and S are nonzero, division gives Z1/Z0 = ⟨a w1⟩₀/⟨a w0⟩₁, whatever a is. The choice of a therefore affects the precision of the estimate and leaves its target unchanged.

In the proof, `mul_sum` moves the constants inside the sums, `sum_congr` compares the sums term by term, and `ring` checks the algebra of each term.

## The error in terms of A and S

```lean
/-- For weights `p` that sum to 1, the variance is the mean square minus the squared mean. -/
theorem variance_eq (p f : ι → ℝ) (hp : ∑ i, p i = 1) :
    variance p f = ∑ i, p i * f i ^ 2 - mean p f ^ 2 := by
  have h : ∀ i, p i * (f i - mean p f) ^ 2 =
      p i * f i ^ 2 - 2 * mean p f * (p i * f i) + mean p f ^ 2 * p i := fun i => by ring
  have hm : ∑ i, p i * f i = mean p f := rfl
  unfold variance
  rw [sum_congr rfl (fun i _ => h i), sum_add_distrib, sum_sub_distrib,
    ← mul_sum, ← mul_sum, hp, hm]
  ring
```

With μ = mean(p, f), expanding the square gives

Σᵢ p(i) (f(i) − μ)² = Σᵢ p(i) f(i)² − 2μ Σᵢ p(i) f(i) + μ² Σᵢ p(i).

The middle sum is μ and the last is 1 by the hypothesis `hp`, which leaves Σᵢ p(i) f(i)² − μ². The line `h` is the expansion for one configuration, and the rewriting that follows sums it.

```lean
/-- The error of the bridge estimator expressed through the quadratic functional and
the overlap of the bridge function. -/
theorem bridgeError_eq {s0 s1 : ℝ} {p0 p1 a : ι → ℝ} (hs0 : 0 < s0) (hs1 : 0 < s1)
    (h0 : ∑ i, p0 i = 1) (h1 : ∑ i, p1 i = 1) (hS : overlap p0 p1 a ≠ 0) :
    bridgeError s0 s1 p0 p1 a =
      secondMoment s0 s1 p0 p1 a / overlap p0 p1 a ^ 2 / (s0 * s1) - 1 / s0 - 1 / s1 := by
  -- both sample means have the same expectation, the overlap
  have m0 : mean p0 (fun i => a i * p1 i) = overlap p0 p1 a :=
    sum_congr rfl fun i _ => by ring
  have m1 : mean p1 (fun i => a i * p0 i) = overlap p0 p1 a :=
    sum_congr rfl fun i _ => by ring
  have v0 := variance_eq p0 (fun i => a i * p1 i) h0
  have v1 := variance_eq p1 (fun i => a i * p0 i) h1
  have split : secondMoment s0 s1 p0 p1 a =
      s0 * ∑ i, p1 i * (a i * p0 i) ^ 2 + s1 * ∑ i, p0 i * (a i * p1 i) ^ 2 := by
    unfold secondMoment mixture
    rw [mul_sum, mul_sum, ← sum_add_distrib]
    exact sum_congr rfl fun i _ => by ring
  unfold bridgeError
  rw [v0, v1, m0, m1, split]
  generalize (∑ i, p1 i * (a i * p0 i) ^ 2) = V1
  generalize (∑ i, p0 i * (a i * p1 i) ^ 2) = V0
  generalize overlap p0 p1 a = S at hS
  field_simp
  try ring
```

The hypotheses are positive sample sizes, normalised distributions and a nonzero overlap. Both expectations in the error equal S; these are `m0` and `m1`. Now define

V0 = Σᵢ p0(i) (a(i) p1(i))²
V1 = Σᵢ p1(i) (a(i) p0(i))²

The two variances are V0 − S² and V1 − S², so

error = (V0 − S²)/(s0 S²) + (V1 − S²)/(s1 S²)
= (s1 V0 + s0 V1)/(s0 s1 S²) − 1/s0 − 1/s1.

Inserting m = s0 p0 + s1 p1 into A gives A = s0 V1 + s1 V0, which is the step named `split`. Hence

error = (A/S²)/(s0 s1) − 1/s0 − 1/s1.

The `generalize` lines replace the sums by single letters, and `field_simp` clears the denominators. At fixed sample sizes, only A/S² depends on a.

## Completing the square

```lean
/-- Completing the square around the trial bridge function `c / m`, with `m` the mixture. -/
theorem bridge_square {s0 s1 : ℝ} {p0 p1 : ι → ℝ} (a : ι → ℝ)
    (hm : ∀ i, mixture s0 s1 p0 p1 i ≠ 0) (c : ℝ) :
    ∑ i, p0 i * p1 i * mixture s0 s1 p0 p1 i * (a i - c / mixture s0 s1 p0 p1 i) ^ 2 =
      secondMoment s0 s1 p0 p1 a - 2 * c * overlap p0 p1 a
        + c ^ 2 * mixtureOverlap s0 s1 p0 p1 := by
  unfold secondMoment overlap mixtureOverlap
  rw [mul_sum, mul_sum, ← sum_sub_distrib, ← sum_add_distrib]
  refine sum_congr rfl fun i _ => ?_
  have h := mul_inv_cancel₀ (hm i)
  simp only [div_eq_mul_inv]
  generalize (mixture s0 s1 p0 p1 i)⁻¹ = x at h ⊢
  linear_combination (p0 i * p1 i * (c ^ 2 * x - 2 * a i * c)) * h
```

For any constant c, one configuration contributes

p0 p1 m (a − c/m)² = a² p0 p1 m − 2c a p0 p1 + c² p0 p1/m.

Summing over configurations gives

Σᵢ p0(i) p1(i) m(i) (a(i) − c/m(i))² = A − 2cS + c²K.

Only m(i) ≠ 0 is required. Lean writes x for 1/m(i), and `linear_combination` verifies the identity using m(i) x = 1.

## The lower bound and when it is reached

```lean
/-- Optimal bridge function: the normalised quadratic functional is bounded below by the
inverse mixture overlap, with equality exactly when `a` is proportional to `1 / m`. -/
theorem optimal_bridge {s0 s1 : ℝ} {p0 p1 a : ι → ℝ} (hs0 : 0 < s0) (hs1 : 0 < s1)
    (hp0 : ∀ i, 0 < p0 i) (hp1 : ∀ i, 0 < p1 i) (hS : overlap p0 p1 a ≠ 0) :
    1 / mixtureOverlap s0 s1 p0 p1 ≤ secondMoment s0 s1 p0 p1 a / overlap p0 p1 a ^ 2 ∧
    (secondMoment s0 s1 p0 p1 a / overlap p0 p1 a ^ 2 = 1 / mixtureOverlap s0 s1 p0 p1 ↔
      ∃ c : ℝ, ∀ i, a i = c / mixture s0 s1 p0 p1 i) := by
  have hm : ∀ i, 0 < mixture s0 s1 p0 p1 i := fun i =>
    add_pos (mul_pos hs0 (hp0 i)) (mul_pos hs1 (hp1 i))
  have hne : Nonempty ι := by
    by_contra h
    rw [not_nonempty_iff] at h
    exact hS (by simp [overlap])
  have hK : 0 < mixtureOverlap s0 s1 p0 p1 :=
    sum_pos (fun i _ => div_pos (mul_pos (hp0 i) (hp1 i)) (hm i)) univ_nonempty
  have hS2 : 0 < overlap p0 p1 a ^ 2 := by positivity
  -- the best constant is the ratio of the two overlaps
  obtain ⟨c, hc⟩ : ∃ c, c * mixtureOverlap s0 s1 p0 p1 = overlap p0 p1 a :=
    ⟨_, div_mul_cancel₀ _ hK.ne'⟩
  have hsq := bridge_square a (fun i => (hm i).ne') c
  have hterm : ∀ i ∈ (univ : Finset ι), 0 ≤ p0 i * p1 i * mixture s0 s1 p0 p1 i *
      (a i - c / mixture s0 s1 p0 p1 i) ^ 2 := fun i _ =>
    mul_nonneg (mul_pos (mul_pos (hp0 i) (hp1 i)) (hm i)).le (sq_nonneg _)
  have hD := sum_nonneg hterm
  have hz := sum_eq_zero_iff_of_nonneg hterm
  generalize (∑ i, p0 i * p1 i * mixture s0 s1 p0 p1 i *
    (a i - c / mixture s0 s1 p0 p1 i) ^ 2) = D at hsq hD hz
  have key : secondMoment s0 s1 p0 p1 a * mixtureOverlap s0 s1 p0 p1 =
      overlap p0 p1 a ^ 2 + D * mixtureOverlap s0 s1 p0 p1 := by
    linear_combination (-mixtureOverlap s0 s1 p0 p1) * hsq -
      (c * mixtureOverlap s0 s1 p0 p1 - overlap p0 p1 a) * hc
  constructor
  · rw [div_le_div_iff₀ hK hS2, key]
    linarith [mul_nonneg hD hK.le]
  · rw [div_eq_div_iff hS2.ne' hK.ne']
    constructor
    · intro h
      have hDK : D * mixtureOverlap s0 s1 p0 p1 = 0 := by linarith
      have hD0 : D = 0 := (mul_eq_zero.1 hDK).resolve_right hK.ne'
      refine ⟨c, fun i => ?_⟩
      have hi := (mul_eq_zero.1 (hz.1 hD0 i (mem_univ i))).resolve_left
        (mul_pos (mul_pos (hp0 i) (hp1 i)) (hm i)).ne'
      exact sub_eq_zero.1 (pow_eq_zero_iff two_ne_zero |>.1 hi)
    · rintro ⟨b, hb⟩
      have hb1 : overlap p0 p1 a = b * mixtureOverlap s0 s1 p0 p1 := by
        unfold overlap mixtureOverlap
        rw [mul_sum]
        exact sum_congr rfl fun i _ => by rw [hb i]; ring
      have hb2 := bridge_square a (fun i => (hm i).ne') b
      rw [sum_eq_zero (fun i _ => by rw [hb i]; ring)] at hb2
      rw [hb1] at hb2 ⊢
      linear_combination (-mixtureOverlap s0 s1 p0 p1) * hb2
```

The statement has two parts joined by `∧`, "and". The first is the bound

A/S² ≥ 1/K.

The second, with `↔` for "if and only if", says that equality holds exactly when there is a constant c with a(i) = c/m(i) for every i. The sample sizes must be positive, the distributions must be positive everywhere, and S must be nonzero, which excludes a = 0. The distributions need not be normalised.

To derive the bound, take c = S/K and call the sum of squares D. The previous identity becomes

D = A − 2S²/K + S²/K = A − S²/K.

Every term of D is nonnegative, so A ≥ S²/K, and dividing by S² gives the bound. If equality holds, then D = 0 and each term vanishes. Since p0(i) p1(i) m(i) > 0, this forces a(i) = c/m(i). Conversely, if a = b/m for some constant b, then S = bK and A = b²K, so A/S² = 1/K.

The Lean proof first collects the positivity facts. There must be at least one configuration, because an empty sum would make S zero; hence K > 0. The constant c enters through cK = S, and `key` is the relation AK = S² + DK. The bound follows from DK ≥ 0. For equality, `hz` says that a sum of nonnegative terms is zero only if each term is zero. The last block treats a = b/m by using the completed square again, now with c = b.

```lean
/-- The leading-order error of the bridge estimator has an explicit lower bound, attained
exactly by the bridge functions proportional to the inverse mixture. -/
theorem minimal_bridgeError {s0 s1 : ℝ} {p0 p1 a : ι → ℝ} (hs0 : 0 < s0) (hs1 : 0 < s1)
    (hp0 : ∀ i, 0 < p0 i) (hp1 : ∀ i, 0 < p1 i)
    (h0 : ∑ i, p0 i = 1) (h1 : ∑ i, p1 i = 1) (hS : overlap p0 p1 a ≠ 0) :
    1 / mixtureOverlap s0 s1 p0 p1 / (s0 * s1) - 1 / s0 - 1 / s1
      ≤ bridgeError s0 s1 p0 p1 a ∧
    (bridgeError s0 s1 p0 p1 a =
        1 / mixtureOverlap s0 s1 p0 p1 / (s0 * s1) - 1 / s0 - 1 / s1 ↔
      ∃ c : ℝ, ∀ i, a i = c / mixture s0 s1 p0 p1 i) := by
  obtain ⟨hle, heq⟩ := optimal_bridge hs0 hs1 hp0 hp1 hS
  have hs : 0 < s0 * s1 := mul_pos hs0 hs1
  rw [bridgeError_eq hs0 hs1 h0 h1 hS, ← heq]
  refine ⟨?_, fun h => ?_, fun h => by rw [h]⟩
  · have := div_le_div_of_nonneg_right hle hs.le
    linarith
  · exact (div_left_inj' hs.ne').1 (by linarith)

end

end OptimalBridge
```

This carries the result over to the error itself. For positive sample sizes, normalised and everywhere positive p0 and p1, and a bridge function with nonzero S,

error ≥ (1/K)/(s0 s1) − 1/s0 − 1/s1,

with equality exactly when a is proportional to 1/m. The formula for the error is A/S² divided by the positive number s0 s1, minus terms that do not involve a. The inequality and its equality case therefore transfer directly, which is how the proof uses `optimal_bridge` and `bridgeError_eq`.

For free-energy differences computed from equilibrium simulations of two states, this identifies the best weight function to leading order, for independent samples on a finite configuration space. Correlated samples, continuous coordinates and finite-sample corrections are not covered. The function a is also treated as given in advance, whereas computing 1/m from the unnormalised weights, even up to a constant factor, requires the ratio Z1/Z0 that one is trying to estimate.

```lean
#print axioms OptimalBridge.bridge_identity
#print axioms OptimalBridge.minimal_bridgeError
```

```
'OptimalBridge.bridge_identity' depends on axioms: [propext, Classical.choice, Quot.sound]
'OptimalBridge.minimal_bridgeError' depends on axioms: [propext, Classical.choice, Quot.sound]
```

## Two configurations worked through

Take p0 = (1/2, 1/2), p1 = (1/4, 3/4), s0 = 200 and s1 = 400. Then

m = (100 + 100, 100 + 300) = (200, 400)
p0 p1 = (1/8, 3/8)
K = 1/1600 + 3/3200 = 1/640

so A/S² cannot fall below 640.

The constant choice a = (1, 1) gives S = 1/2 and A = 25 + 150 = 175, hence A/S² = 700. Its error is

700/80000 − 1/200 − 1/400 = 0.00125.

The definition gives the same number. Under p0, the function p1 has mean 1/2 and variance 1/16, so its relative variance is 1/4, and dividing by 200 gives 0.00125. Under p1, the function p0 is constant and contributes nothing.

The optimal choice a = (1/200, 1/400) gives S = A = 1/640, so A/S² = 640 and the error is

640/80000 − 1/200 − 1/400 = 0.0005.

The relative standard deviation drops from about 3.5% to about 2.2% with the same samples. Multiplying a by any nonzero constant, for example to use (2, 1), leaves the result unchanged.
